# For ferromagnetic Ising couplings, mean-field iteration from all spins up decreases to the greatest solution

A self-consistency loop can fail in two ways. It may never settle, or it may settle on one solution while another with larger magnetisations, counted positive for up, goes unnoticed. Two spins that favour opposite orientations show the first failure: if both start up and both are updated at once, they can flip together for ever.

For Ising mean-field equations on finitely many sites with nonnegative couplings, neither happens when the loop starts from all spins up. No magnetisation ever increases, and the limit is a solution that no other solution exceeds at any site. A simulation of this model can therefore approach its greatest solution from a single starting point, with all sites updated simultaneously. Greatest refers to signed values: in a negative field, a solution pointing down can be larger in magnitude.

## The equations and their starting point

Let `ι` be the finite set of sites. The real number J_ij is the coupling through which site j acts on site i, and h_i is the external field at site i. Both are energies divided by k_B T, so temperature does not appear separately. The matrix need not be symmetric, and diagonal entries are allowed.

```lean
import Mathlib

open Filter Topology

namespace FerromagneticMeanField

noncomputable section

variable {ι : Type*} [Fintype ι]
```

Given magnetisations m_j, the local field at site i is the sum of the couplings times the magnetisations, plus h_i. A single Ising spin in that field has the magnetisation

F(m)_i = tanh(∑_j J_ij m_j + h_i).

A solution of the self-consistency equations is an m with F(m) = m. These equations are the starting point here; they are not derived from a spin Hamiltonian.

```lean
/-- The mean-field update: each spin takes the magnetization `tanh (∑ j, J i j * m j + h i)`
produced by the couplings to all sites, `i` itself included, and the external field. -/
def meanFieldMap (J : Matrix ι ι ℝ) (h m : ι → ℝ) : ι → ℝ :=
  fun i => Real.tanh (∑ j, J i j * m j + h i)
```

Write x(k) for the magnetisations after k updates. The iteration is

x(0)_i = 1,  x(k+1) = F(x(k)).

```lean
/-- The magnetizations after `k` mean-field updates, starting from all spins fully up. -/
def iter (J : Matrix ι ι ℝ) (h : ι → ℝ) : ℕ → ι → ℝ
  | 0 => fun _ => 1
  | k + 1 => meanFieldMap J h (iter J h k)
```

The candidate for the limit is the infimum over k, taken separately at each site:

p_i = inf_k x(k)_i.

This definition does not presuppose that p solves anything.

```lean
/-- The plus state: at each site, the infimum of the magnetizations met in the iteration
from all spins up. -/
def plusState (J : Matrix ι ι ℝ) (h : ι → ℝ) : ι → ℝ :=
  fun i => ⨅ k, iter J h k i
```

## One spin in a field

Multiplying numerator and denominator of tanh x by eˣ gives

tanh x = (eˣ − e⁻ˣ)/(eˣ + e⁻ˣ) = (e²ˣ − 1)/(e²ˣ + 1) = 1 − 2/(e²ˣ + 1).

The Lean proof clears the denominators and uses eˣ e⁻ˣ = 1.

```lean
/-- The magnetization `tanh x` of a single spin written with one Boltzmann factor. -/
theorem tanh_eq_boltzmann (x : ℝ) : Real.tanh x = 1 - 2 / (Real.exp (2 * x) + 1) := by
  have e : Real.exp (2 * x) = Real.exp x * Real.exp x := by
    rw [← Real.exp_add]
    congr 1
    ring
  have hab : Real.exp x * Real.exp (-x) = 1 := by
    rw [← Real.exp_add]
    simp
  have ha := Real.exp_pos x
  have hb := Real.exp_pos (-x)
  have hd : Real.exp x * Real.exp x + 1 ≠ 0 := by positivity
  have hs : (Real.exp x + Real.exp (-x)) / 2 ≠ 0 := by positivity
  have hr : 1 - 2 / (Real.exp x * Real.exp x + 1)
      = (Real.exp x * Real.exp x - 1) / (Real.exp x * Real.exp x + 1) := by
    rw [eq_div_iff hd, sub_mul, div_mul_cancel₀ _ hd]
    ring
  rw [Real.tanh_eq_sinh_div_cosh, Real.sinh_eq, Real.cosh_eq, e, hr, div_eq_div_iff hs hd]
  linear_combination (-Real.exp x) * hab
```

As x grows, e²ˣ grows, the subtracted fraction shrinks, and tanh x grows. The fraction is positive, so tanh x ≤ 1. Applying this to −x and using tanh(−x) = −tanh x gives tanh x ≥ −1.

```lean
/-- The magnetization of a single spin never falls as its local field rises, and never exceeds one
in absolute value. -/
theorem tanh_monotone_and_bounded :
    Monotone Real.tanh ∧ ∀ x : ℝ, |Real.tanh x| ≤ 1 := by
  have upper : ∀ x : ℝ, Real.tanh x ≤ 1 := by
    intro x
    rw [tanh_eq_boltzmann]
    have : 0 ≤ 2 / (Real.exp (2 * x) + 1) := by positivity
    linarith
  refine ⟨?_, fun x => abs_le.2 ⟨?_, upper x⟩⟩
  · intro x y hxy
    rw [tanh_eq_boltzmann, tanh_eq_boltzmann]
    gcongr
  · have := upper (-x)
    rw [Real.tanh_neg] at this
    linarith
```

## Nonnegative couplings preserve order

For two sets of magnetisations, m ≤ m' means m_i ≤ m'_i at every site; Lean's order on functions `ι → ℝ` is the same. If J_ij ≥ 0, m ≤ m' and h ≤ h', then

∑_j J_ij m_j + h_i ≤ ∑_j J_ij m'_j + h'_i,

and monotonicity of tanh carries the inequality over to the updated magnetisations. This is where the sign of the couplings enters.

```lean
/-- With ferromagnetic couplings, raising fields and magnetizations does not lower any updated
magnetization. -/
theorem meanFieldMap_mono {J : Matrix ι ι ℝ} (hJ : ∀ i j, 0 ≤ J i j) {h h' m m' : ι → ℝ}
    (hh : h ≤ h') (hm : m ≤ m') : meanFieldMap J h m ≤ meanFieldMap J h' m' := by
  intro i
  exact tanh_monotone_and_bounded.1 (add_le_add
    (Finset.sum_le_sum fun j _ => mul_le_mul_of_nonneg_left (hm j) (hJ i j)) (hh i))
```

Now suppose m ≤ F(m), so that one update lowers m nowhere. Then m stays below every iterate. At the start,

m ≤ F(m) ≤ 1 = x(0),

and if m ≤ x(k), then

m ≤ F(m) ≤ F(x(k)) = x(k+1).

A lower bound for all iterates is a lower bound for their infimum, so m ≤ p. Every solution satisfies the assumption with equality, but the inequality alone is enough, and the later results use that freedom.

```lean
/-- With ferromagnetic couplings, magnetizations that do not decrease at any site under one update
nowhere exceed the plus state. -/
theorem le_plusState {J : Matrix ι ι ℝ} (hJ : ∀ i j, 0 ≤ J i j) (h m : ι → ℝ)
    (hm : m ≤ meanFieldMap J h m) : m ≤ plusState J h := by
  -- the order `m ≤ iter k` is preserved by every update
  have key : ∀ k, m ≤ iter J h k := by
    intro k
    induction k with
    | zero => exact fun i => (hm i).trans (abs_le.1 (tanh_monotone_and_bounded.2 _)).2
    | succ k ih => exact hm.trans (meanFieldMap_mono hJ le_rfl ih)
  exact fun i => le_ciInf fun k => key k i
```

## Convergence to the greatest solution

The first update cannot raise any site, because tanh never exceeds 1: x(1) ≤ x(0). If x(k+1) ≤ x(k), order preservation gives

x(k+2) = F(x(k+1)) ≤ F(x(k)) = x(k+1).

So the sequence decreases. It is bounded below by −1, and a bounded decreasing real sequence converges to its infimum, hence x(k)_i → p_i at each site.

The shifted sequence x(k+1)_i has the same limit p_i. By continuity of tanh and of the finite sum, it also tends to F(p)_i. Limits are unique, so F(p) = p. Any other solution m satisfies m ≤ F(m) and therefore m ≤ p.

In the theorem, `Antitone` states the decrease, with equality allowed, and `Tendsto` the convergence. `IsGreatest` says that the plus state belongs to the set of solutions and is an upper bound for it. The only hypothesis is `hJ`, the nonnegativity of the couplings; the field is arbitrary and may change sign from site to site. The proof establishes `anti`, `lower`, `lim` and `cont` in turn, then compares the limits `shifted` and `updated`.

```lean
/-- For ferromagnetic couplings and any field, the mean-field iteration from all spins up never
increases at any site and converges to the plus state, which is the greatest solution of the
self-consistency equations. -/
theorem iteration_converges_to_greatest_solution {J : Matrix ι ι ℝ}
    (hJ : ∀ i j, 0 ≤ J i j) (h : ι → ℝ) :
    Antitone (iter J h) ∧ Tendsto (iter J h) atTop (𝓝 (plusState J h)) ∧
      IsGreatest {m | meanFieldMap J h m = m} (plusState J h) := by
  have anti : Antitone (iter J h) := by
    refine antitone_nat_of_succ_le fun k => ?_
    induction k with
    | zero => exact fun i => (abs_le.1 (tanh_monotone_and_bounded.2 _)).2
    | succ k ih => exact meanFieldMap_mono hJ le_rfl ih
  have lower : ∀ k i, -1 ≤ iter J h k i := by
    intro k i
    cases k with
    | zero =>
      show (-1 : ℝ) ≤ 1
      norm_num
    | succ k => exact (abs_le.1 (tanh_monotone_and_bounded.2 _)).1
  -- a bounded decreasing sequence converges to its infimum
  have lim : ∀ i, Tendsto (fun k => iter J h k i) atTop (𝓝 (plusState J h i)) := by
    intro i
    refine tendsto_atTop_ciInf (fun a b hab => anti hab i) ⟨-1, ?_⟩
    rintro _ ⟨k, rfl⟩
    exact lower k i
  have cont : Continuous Real.tanh := by
    rw [funext tanh_eq_boltzmann]
    exact continuous_const.sub
      (continuous_const.div (by fun_prop) (fun x => by positivity))
  refine ⟨anti, tendsto_pi_nhds.2 lim, ?_, ?_⟩
  · -- by continuity the limit is reproduced by the update
    show meanFieldMap J h (plusState J h) = plusState J h
    funext i
    have shifted : Tendsto (fun k => iter J h (k + 1) i) atTop (𝓝 (plusState J h i)) :=
      (lim i).comp (tendsto_add_atTop_nat 1)
    have updated : Tendsto (fun k => iter J h (k + 1) i) atTop
        (𝓝 (meanFieldMap J h (plusState J h) i)) :=
      (cont.tendsto _).comp ((tendsto_finsetSum Finset.univ
        fun j _ => (lim j).const_mul (J i j)).add_const (h i))
    exact tendsto_nhds_unique updated shifted
  · intro m hm
    exact le_plusState hJ h m (show meanFieldMap J h m = m from hm).ge
```

Take two sites with J_12 = J_21 = 2, zero diagonal and zero field. Both sites carry the same value throughout:

1 → tanh 2 ≈ 0.9640 → tanh 1.9281 ≈ 0.9586 → 0.9577 → …

The values decrease towards about 0.9575. The unmagnetised state m = 0 is also a solution, and it lies below this limit.

Reverse the sign, J_12 = J_21 = −2, and every part of the conclusion fails. The common value now runs

1 → −0.9640 → 0.9586 → −0.9577 → …

which neither decreases nor converges. With a ≈ 0.9575, both (a, −a) and (−a, a) are solutions. A greatest solution would have to be positive at both sites, but a positive m_2 forces m_1 = tanh(−2 m_2) to be negative.

## Raising and reversing the field

Let h ≤ h', and let p be the plus state for h. Writing F_h for the update in field h,

p = F_h(p) ≤ F_h'(p).

So p is not lowered by an update in the larger field, and it lies below the plus state for h'.

```lean
/-- With ferromagnetic couplings, raising the external field does not lower the plus state
at any site. -/
theorem plusState_mono_field {J : Matrix ι ι ℝ} (hJ : ∀ i j, 0 ≤ J i j) {h h' : ι → ℝ}
    (hh : h ≤ h') : plusState J h ≤ plusState J h' := by
  have fixed : meanFieldMap J h (plusState J h) = plusState J h :=
    (iteration_converges_to_greatest_solution hJ h).2.2.1
  exact le_plusState hJ h' _ (fixed.ge.trans (meanFieldMap_mono hJ hh le_rfl))
```

Flipping all spins together with the field changes the sign of the local field, and tanh is odd. If m solves the equations in field h, then −m solves them in field −h. Writing p(h) for the plus state in field h, we have −m ≤ p(−h) as well as m ≤ p(h), so

−p(−h) ≤ m ≤ p(h).

Two iterations, one in each field, thus enclose all solutions.

```lean
/-- With ferromagnetic couplings, every solution lies between the spin-flipped plus state of the
reversed field and the plus state of the field itself. -/
theorem solution_between {J : Matrix ι ι ℝ} (hJ : ∀ i j, 0 ≤ J i j) {h m : ι → ℝ}
    (hm : meanFieldMap J h m = m) : -plusState J (-h) ≤ m ∧ m ≤ plusState J h := by
  -- flipping all spins and the field maps solutions to solutions
  have flip : meanFieldMap J (-h) (-m) = -m := by
    funext i
    have hi : Real.tanh (∑ j, J i j * m j + h i) = m i := congrFun hm i
    show Real.tanh (∑ j, J i j * (-m j) + -h i) = -m i
    rw [← hi, ← Real.tanh_neg]
    congr 1
    simp only [mul_neg, Finset.sum_neg_distrib]
    ring
  refine ⟨fun i => ?_, le_plusState hJ h m hm.ge⟩
  have h1 : -m i ≤ plusState J (-h) i := le_plusState hJ (-h) (-m) flip.ge i
  show -plusState J (-h) i ≤ m i
  linarith
```

## Magnetisation in zero field

At h = 0 the enclosure reads −p ≤ m ≤ p. If p = 0, every solution is zero. Conversely, p is itself a solution, so if zero is the only solution, then p = 0.

```lean
/-- With ferromagnetic couplings and zero field, the plus state vanishes exactly when the
unmagnetized state is the only solution. -/
theorem plusState_eq_zero_iff {J : Matrix ι ι ℝ} (hJ : ∀ i j, 0 ≤ J i j) :
    plusState J 0 = 0 ↔ ∀ m, meanFieldMap J 0 m = m → m = 0 := by
  constructor
  · intro h0 m hm
    have hb := solution_between hJ hm
    rw [neg_zero, h0, neg_zero] at hb
    exact le_antisymm hb.2 hb.1
  · intro huniq
    exact huniq _ (iteration_converges_to_greatest_solution hJ 0).2.2.1
```

When there is at least one site, a sufficient condition for a magnetised solution comes from the row sums. Suppose ∑_j J_ij ≥ c > 1 for every i: the total coupling acting on each spin exceeds the thermal energy by at least the factor c. Try the uniform state with value a = 1 − 1/c > 0. Its local field at each site satisfies

∑_j J_ij a ≥ c a = c − 1.

From eʸ ≥ 1 + y with y = 2(c − 1),

e^(2(c−1)) + 1 ≥ 2c,

and therefore

tanh(c − 1) = 1 − 2/(e^(2(c−1)) + 1) ≥ 1 − 1/c = a.

The uniform state is not lowered by an update, so it lies below the plus state, and p_i ≥ 1 − 1/c at every site. In the two-site example c = 2, and the bound 1/2 sits well below the actual 0.9575.

In Lean, `htanh` is the single-spin estimate, and `le_plusState` is applied to the constant function with value `1 - 1 / c`. The result concerns solutions of the mean-field equations. The exact finite Ising model in zero field has zero average magnetisation by spin-flip symmetry, however strong its couplings. Nor do the theorems compare free energies or bound the number of updates needed for a given accuracy.

```lean
/-- If all couplings are nonnegative and those acting on each spin add up to at least `c > 1`, the
plus state in zero field has magnetization at least `1 - 1 / c > 0` at every site. -/
theorem spontaneous_magnetization {J : Matrix ι ι ℝ} (hJ : ∀ i j, 0 ≤ J i j) {c : ℝ}
    (hc : 1 < c) (hrow : ∀ i, c ≤ ∑ j, J i j) :
    0 < 1 - 1 / c ∧ ∀ i, 1 - 1 / c ≤ plusState J 0 i := by
  have hc0 : 0 < c := by linarith
  have hca : c * (1 - 1 / c) = c - 1 := by
    rw [mul_sub, mul_one_div_cancel hc0.ne', mul_one]
  have ha : 0 < 1 - 1 / c := by
    have : 1 / c < 1 := by
      rw [div_lt_iff₀ hc0]
      linarith
    linarith
  -- a single spin in the field `c - 1` is magnetized by at least `1 - 1 / c`
  have htanh : 1 - 1 / c ≤ Real.tanh (c - 1) := by
    rw [tanh_eq_boltzmann]
    have he := Real.add_one_le_exp (2 * (c - 1))
    have : 2 / (Real.exp (2 * (c - 1)) + 1) ≤ 1 / c := by
      rw [div_le_div_iff₀ (by positivity) hc0]
      linarith
    linarith
  refine ⟨ha, le_plusState hJ 0 (fun _ => 1 - 1 / c) fun i => ?_⟩
  refine htanh.trans (tanh_monotone_and_bounded.1 ?_)
  show c - 1 ≤ ∑ j, J i j * (1 - 1 / c) + 0
  rw [← Finset.sum_mul, add_zero, ← hca]
  exact mul_le_mul_of_nonneg_right (hrow i) ha.le

end

end FerromagneticMeanField
```

```lean
#print axioms FerromagneticMeanField.iteration_converges_to_greatest_solution
#print axioms FerromagneticMeanField.plusState_mono_field
#print axioms FerromagneticMeanField.plusState_eq_zero_iff
#print axioms FerromagneticMeanField.spontaneous_magnetization
```

```
'FerromagneticMeanField.iteration_converges_to_greatest_solution' depends on axioms: [propext, Classical.choice, Quot.sound]
'FerromagneticMeanField.plusState_mono_field' depends on axioms: [propext, Classical.choice, Quot.sound]
'FerromagneticMeanField.plusState_eq_zero_iff' depends on axioms: [propext, Classical.choice, Quot.sound]
'FerromagneticMeanField.spontaneous_magnetization' depends on axioms: [propext, Classical.choice, Quot.sound]
```
